# Least kinetic energy at bounded momentum density on the line

Let $f$ be a measurable function of momentum $p\in\mathbb R$ with $0\le f\le M$, particle number $N=\int f\,dp$ and finite kinetic energy $K=\int p^2f\,dp$. Then

$$N^3\le 12M^2K,\qquad\text{that is}\qquad K\ge\frac{N^3}{12M^2}\quad\text{if } M>0.$$

Units are $\hbar=2m=1$, and the particles are spinless. This is the minimisation step, often called the bathtub principle, in the Berezin–Li–Yau bound on sums of Dirichlet eigenvalues. The bound on $f$ is a hypothesis here; it is not derived from orbitals.

## Distributions, number and energy

```lean
import Mathlib

open MeasureTheory Real

namespace BathtubBerezinLiYau

noncomputable section
```

The first line loads the mathematical library Mathlib. The `open` line allows short names, such as `π`.

```lean
/-- A momentum distribution on the line with values between `0` and `M` and finite second
moment. -/
structure Admissible (M : ℝ) (f : ℝ → ℝ) : Prop where
  meas : Measurable f
  nonneg : ∀ p, 0 ≤ f p
  le : ∀ p, f p ≤ M
  moment : Integrable (fun p => p ^ 2 * f p)
```

`Admissible M f` is a statement about a number `M` and a function `f`, with four parts: $f$ is measurable, $f\ge0$, $f\le M$, and $p^2f$ is integrable. The two bounds hold at every $p$. Given a proof `hf` of this statement, `hf.le p` is the inequality $f(p)\le M$. The cap $M$ stands for the limit that the Pauli principle sets on the number of fermions per unit momentum in a finite length.

```lean
/-- The particle number, the integral of the momentum distribution. -/
def particleNumber (f : ℝ → ℝ) : ℝ := ∫ p, f p
```

This is $N=\int f(p)\,dp$ over the whole line.

```lean
/-- The kinetic energy, the integral of `p²` against the momentum distribution. -/
def kineticEnergy (f : ℝ → ℝ) : ℝ := ∫ p, p ^ 2 * f p
```

This is $K=\int p^2f(p)\,dp$.

## The filled slab

```lean
/-- The filled Fermi slab: density `M` for `|p| ≤ R` and zero outside. -/
def fermiSlab (M R : ℝ) (p : ℝ) : ℝ := if |p| ≤ R then M else 0
```

The comparison distribution $s$ equals $M$ for $|p|\le R$ and zero elsewhere: a one-dimensional Fermi sea with Fermi momentum $R$.

```lean
/-- Integrating a continuous function against the Fermi slab gives `M` times its integral
from `-R` to `R`. -/
theorem fermiSlab_integral (M : ℝ) {R : ℝ} (hR : 0 ≤ R) {g : ℝ → ℝ} (hg : Continuous g) :
    Integrable (fun p => g p * fermiSlab M R p) ∧
      ∫ p, g p * fermiSlab M R p = M * ∫ p in (-R)..R, g p := by
  have e : (fun p => g p * fermiSlab M R p)
      = (Set.Icc (-R) R).indicator (fun p => M * g p) := by
    funext p
    simp only [fermiSlab, Set.indicator, Set.mem_Icc, abs_le]
    split_ifs <;> ring
  rw [e]
  constructor
  · exact ((continuous_const.mul hg).integrableOn_Icc).integrable_indicator measurableSet_Icc
  · rw [integral_indicator measurableSet_Icc, integral_Icc_eq_integral_Ioc,
      ← intervalIntegral.integral_of_le (by linarith), intervalIntegral.integral_const_mul]
```

For continuous $g$ and $R\ge0$, the product $gs$ is integrable and
$$\int g\,s\,dp=M\int_{-R}^{R}g\,dp.$$
The symbol `∧` means "and". The proof rewrites $gs$ as $Mg$ restricted to $[-R,R]$, where a continuous function is integrable.

```lean
/-- The Fermi slab is an admissible distribution with particle number `2MR` and kinetic
energy `2MR³/3`. -/
theorem fermiSlab_values {M R : ℝ} (hM : 0 ≤ M) (hR : 0 ≤ R) :
    Admissible M (fermiSlab M R) ∧ particleNumber (fermiSlab M R) = 2 * M * R ∧
      kineticEnergy (fermiSlab M R) = 2 * M * R ^ 3 / 3 := by
  have h0 := (fermiSlab_integral M hR (g := fun _ => 1) continuous_const).2
  have h2 := fermiSlab_integral M hR (g := fun p => p ^ 2) (continuous_pow 2)
  refine ⟨⟨?_, ?_, ?_, h2.1⟩, ?_, ?_⟩
  · exact Measurable.ite (measurableSet_le continuous_abs.measurable measurable_const)
      measurable_const measurable_const
  · intro p
    unfold fermiSlab
    split_ifs <;> linarith
  · intro p
    unfold fermiSlab
    split_ifs <;> linarith
  · simp only [one_mul, intervalIntegral.integral_const, smul_eq_mul] at h0
    rw [particleNumber, h0]
    ring
  · have h3 := h2.2
    simp only [integral_pow] at h3
    rw [kineticEnergy, h3]
    push_cast
    ring
```

Let $M\ge0$ and $R\ge0$, as the theorem assumes. Taking $g=1$ and $g=p^2$ gives the slab's number and energy:
$$M\int_{-R}^{R}dp=2MR,\qquad M\int_{-R}^{R}p^2\,dp=\frac{2MR^3}{3}.$$
The slab also meets the four conditions of `Admissible`.

```lean
/-- An admissible distribution has a finite particle number. -/
theorem Admissible.integrable {M : ℝ} {f : ℝ → ℝ} (hf : Admissible M f) : Integrable f := by
  have hs : Integrable (fun p => 1 * fermiSlab M 1 p) :=
    (fermiSlab_integral M zero_le_one (g := fun _ => 1) continuous_const).1
  have hb : Integrable (fun p => 1 * fermiSlab M 1 p + p ^ 2 * f p) := hs.add hf.moment
  refine hb.mono' hf.meas.aestronglyMeasurable (Filter.Eventually.of_forall fun p => ?_)
  have h0 := hf.nonneg p
  have h1 := hf.le p
  rw [Real.norm_eq_abs, abs_of_nonneg h0]
  unfold fermiSlab
  split_ifs with h
  · nlinarith [mul_nonneg (sq_nonneg p) h0]
  · -- outside the unit interval the second moment controls the density
    have h2 : 1 ≤ p ^ 2 := by
      rw [← sq_abs p]
      nlinarith [not_le.1 h]
    nlinarith [mul_nonneg (sub_nonneg.2 h2) h0]
```

Finite particle number follows from the hypotheses. For $|p|\le1$ we have $f\le M$; for $|p|>1$ we have $f\le p^2f$. Hence $f$ is everywhere at most the slab with $R=1$ plus $p^2f$, which is integrable. The step matters because Lean assigns the value zero to the integral of a non-integrable function.

## Why the slab has the least energy

```lean
/-- At equal particle number, the kinetic energy in excess of the Fermi slab is the integral of
`(p² - R²)(f - slab)`, whose integrand is integrable and nowhere negative. -/
theorem excess_energy {M R : ℝ} {f : ℝ → ℝ} (hf : Admissible M f) (hR : 0 ≤ R)
    (hN : particleNumber f = 2 * M * R) :
    Integrable (fun p => (p ^ 2 - R ^ 2) * (f p - fermiSlab M R p)) ∧
    (∀ p, 0 ≤ (p ^ 2 - R ^ 2) * (f p - fermiSlab M R p)) ∧
    kineticEnergy f - 2 * M * R ^ 3 / 3
      = ∫ p, (p ^ 2 - R ^ 2) * (f p - fermiSlab M R p) := by
  have hM : 0 ≤ M := (hf.nonneg 0).trans (hf.le 0)
  obtain ⟨hs, hsN, hsK⟩ := fermiSlab_values hM hR
  have B : Integrable (fun p => R ^ 2 * f p) := hf.integrable.const_mul _
  have D : Integrable (fun p => R ^ 2 * fermiSlab M R p) := hs.integrable.const_mul _
  have I1 : Integrable (fun p => p ^ 2 * f p - R ^ 2 * f p) := hf.moment.sub B
  have I2 : Integrable (fun p => p ^ 2 * fermiSlab M R p - R ^ 2 * fermiSlab M R p) :=
    hs.moment.sub D
  have e : (fun p => (p ^ 2 - R ^ 2) * (f p - fermiSlab M R p))
      = fun p => (p ^ 2 * f p - R ^ 2 * f p)
        - (p ^ 2 * fermiSlab M R p - R ^ 2 * fermiSlab M R p) := by
    funext p
    ring
  refine ⟨?_, fun p => ?_, ?_⟩
  · rw [e]
    exact I1.sub I2
  · -- inside the slab neither factor is positive, outside neither is negative
    unfold fermiSlab
    split_ifs with h
    · have h2 : p ^ 2 ≤ R ^ 2 := sq_le_sq' (abs_le.1 h).1 (abs_le.1 h).2
      nlinarith [mul_nonneg (sub_nonneg.2 h2) (sub_nonneg.2 (hf.le p))]
    · have h2 : R ^ 2 ≤ p ^ 2 := by
        rw [← sq_abs p]
        exact pow_le_pow_left₀ hR (not_le.1 h).le 2
      nlinarith [mul_nonneg (sub_nonneg.2 h2) (hf.nonneg p)]
  · rw [e, integral_sub I1 I2, integral_sub hf.moment B, integral_sub hs.moment D,
      integral_const_mul, integral_const_mul]
    unfold particleNumber at hN hsN
    unfold kineticEnergy at hsK ⊢
    rw [hsN, hsK]
    linear_combination R ^ 2 * hN
```

Suppose $f$ and $s$ hold the same number of particles, $2MR$. Then
$$\int(p^2-R^2)(f-s)\,dp=K-\frac{2MR^3}{3}-R^2(2MR-2MR)=K-\frac{2MR^3}{3}.$$
The integrand is never negative. Inside the slab, $p^2\le R^2$ and $f\le M=s$, so neither factor is positive. Outside, $p^2>R^2$ and $f\ge0=s$, so neither is negative.

The theorem states integrability, sign and identity together. In the proof, `split_ifs` separates inside from outside, and `linear_combination` uses the equal particle numbers to cancel the $R^2$ terms.

```lean
/-- Bathtub bound: a momentum distribution with `0 ≤ f ≤ M` and particle number `N` has
kinetic energy `K` with `N³ ≤ 12 M² K`. -/
theorem bathtub_bound {M : ℝ} {f : ℝ → ℝ} (hf : Admissible M f) :
    particleNumber f ^ 3 ≤ 12 * M ^ 2 * kineticEnergy f := by
  have hM : 0 ≤ M := (hf.nonneg 0).trans (hf.le 0)
  rcases hM.eq_or_lt with h | h
  · have hz : f = fun _ => 0 :=
      funext fun p => le_antisymm (by have := hf.le p; linarith) (hf.nonneg p)
    have hN : particleNumber f = 0 := by
      rw [hz]
      simp [particleNumber]
    rw [hN, ← h]
    simp
  · -- compare with the slab that holds the same number of particles
    have hN0 : 0 ≤ particleNumber f := integral_nonneg hf.nonneg
    have hN : particleNumber f = 2 * M * (particleNumber f / (2 * M)) := by field_simp
    obtain ⟨-, hpos, hex⟩ := excess_energy hf (by positivity) hN
    have hb : 2 * M * (particleNumber f / (2 * M)) ^ 3 / 3 ≤ kineticEnergy f := by
      refine sub_nonneg.1 ?_
      rw [hex]
      exact integral_nonneg hpos
    calc particleNumber f ^ 3
        = 12 * M ^ 2 * (2 * M * (particleNumber f / (2 * M)) ^ 3 / 3) := by
          field_simp
          ring
      _ ≤ _ := mul_le_mul_of_nonneg_left hb (by positivity)
```

For $M>0$, choose $R=N/(2M)$, so that the slab holds $N$ particles. The excess energy is the integral of a nonnegative function, hence
$$K\ge\frac{2M}{3}\left(\frac{N}{2M}\right)^3=\frac{N^3}{12M^2}.$$
Multiplying by $12M^2$ gives the stated form. If $M=0$, then $f=0$ and both sides vanish. The proof treats these two cases separately, and the `calc` block carries out the multiplication.

```lean
/-- At particle number `2MR`, the kinetic energy equals `2MR³/3` exactly when the distribution
is the Fermi slab up to a null set of momenta. -/
theorem energy_eq_iff_fermiSlab {M R : ℝ} {f : ℝ → ℝ} (hf : Admissible M f) (hR : 0 ≤ R)
    (hN : particleNumber f = 2 * M * R) :
    kineticEnergy f = 2 * M * R ^ 3 / 3 ↔ f =ᵐ[volume] fermiSlab M R := by
  obtain ⟨hint, hpos, hex⟩ := excess_energy hf hR hN
  constructor
  · intro h
    rw [h, sub_self] at hex
    have h0 := (integral_eq_zero_iff_of_nonneg hpos hint).1 hex.symm
    -- the two Fermi points carry no weight
    have hne : ∀ᵐ p ∂(volume : Measure ℝ), p ∈ ({R, -R} : Set ℝ)ᶜ :=
      compl_mem_ae_iff.2 ((Set.toFinite ({R, -R} : Set ℝ)).measure_zero volume)
    filter_upwards [h0, hne] with p h1 h2
    have h3 : (p ^ 2 - R ^ 2) * (f p - fermiSlab M R p) = 0 := h1
    rcases mul_eq_zero.1 h3 with h4 | h4
    · exact absurd (sq_eq_sq_iff_eq_or_eq_neg.1 (sub_eq_zero.1 h4)) h2
    · exact sub_eq_zero.1 h4
  · intro h
    have hK : kineticEnergy f = kineticEnergy (fermiSlab M R) :=
      integral_congr_ae (h.mono fun p hp => congrArg (fun y => p ^ 2 * y) hp)
    rw [hK, (fermiSlab_values ((hf.nonneg 0).trans (hf.le 0)) hR).2.2]
```

At particle number $2MR$, the energy equals $2MR^3/3$ if and only if $f$ is the slab up to a set of momenta of measure zero, written `=ᵐ[volume]`. If the energies agree, a nonnegative integrand has zero integral, so it vanishes almost everywhere. Away from $p=\pm R$ the factor $p^2-R^2$ is nonzero, which forces $f=s$; those two points have measure zero. Conversely, functions that agree almost everywhere have the same energy.

## Particles in a box

```lean
/-- The sum of the first `N` squares is `N³/3 + N²/2 + N/6`. -/
theorem sum_squares (N : ℕ) :
    ∑ k ∈ Finset.Icc 1 N, (k : ℝ) ^ 2 = (N : ℝ) ^ 3 / 3 + ((N : ℝ) ^ 2 / 2 + N / 6) := by
  induction N with
  | zero => simp
  | succ n ih =>
    rw [Finset.sum_Icc_succ_top (by omega), ih]
    push_cast
    ring
```

This is the closed form
$$\sum_{k=1}^{N}k^2=\frac{N^3}{3}+\frac{N^2}{2}+\frac N6,$$
proved by induction. Both sides vanish at $N=0$. Going from $n$ to $n+1$, the right side grows by
$$\left(n^2+n+\tfrac13\right)+\left(n+\tfrac12\right)+\tfrac16=(n+1)^2.$$

```lean
/-- For `N ≥ 1` particles with momentum density at most `L/(2π)`, the value `π²N³/(3L²)` is a
lower bound for the kinetic energy and lies strictly below the sum of the `N` lowest Dirichlet
levels `(πk/L)²`. -/
theorem semiclassical_bound_and_dirichlet_sum {L : ℝ} (hL : 0 < L) {N : ℕ} (hN : 1 ≤ N)
    {f : ℝ → ℝ} (hf : Admissible (L / (2 * π)) f) (hfN : particleNumber f = N) :
    π ^ 2 * (N : ℝ) ^ 3 / (3 * L ^ 2) ≤ kineticEnergy f ∧
      π ^ 2 * (N : ℝ) ^ 3 / (3 * L ^ 2) < ∑ k ∈ Finset.Icc 1 N, (π * k / L) ^ 2 := by
  have hpi := Real.pi_pos
  constructor
  · have h := bathtub_bound hf
    rw [hfN] at h
    rw [div_le_iff₀ (by positivity)]
    calc π ^ 2 * (N : ℝ) ^ 3
        ≤ π ^ 2 * (12 * (L / (2 * π)) ^ 2 * kineticEnergy f) :=
          mul_le_mul_of_nonneg_left h (by positivity)
      _ = kineticEnergy f * (3 * L ^ 2) := by
          field_simp
          ring
  · have hN' : (0 : ℝ) < N := by exact_mod_cast hN
    have hs : ∑ k ∈ Finset.Icc 1 N, (π * k / L) ^ 2
        = (π / L) ^ 2 * ∑ k ∈ Finset.Icc 1 N, (k : ℝ) ^ 2 := by
      rw [Finset.mul_sum]
      exact Finset.sum_congr rfl fun k _ => by ring
    have hgap : 0 < (π / L) ^ 2 * ((N : ℝ) ^ 2 / 2 + N / 6) := by positivity
    have he : π ^ 2 * (N : ℝ) ^ 3 / (3 * L ^ 2) = (π / L) ^ 2 * ((N : ℝ) ^ 3 / 3) := by
      ring
    rw [hs, sum_squares, he, mul_add]
    linarith

end

end BathtubBerezinLiYau
```

Here $N\ge1$ is an integer, $L>0$ is the box length and $M=L/(2\pi)$. Since $12M^2=3L^2/\pi^2$, the general bound becomes
$$K\ge\frac{\pi^2N^3}{3L^2}.$$
The second claim concerns the levels $(\pi k/L)^2$ of a box with Dirichlet walls. By the sum of squares,
$$\sum_{k=1}^{N}\left(\frac{\pi k}{L}\right)^2-\frac{\pi^2N^3}{3L^2}=\frac{\pi^2}{L^2}\left(\frac{N^2}{2}+\frac N6\right)>0.$$
This comparison is a direct calculation and does not involve $f$. The levels enter as a formula; the theorem does not solve the eigenvalue problem.

The cap $L/(2\pi)$ comes from orthonormal orbitals $\psi_k$ supported in the box. Their summed momentum density is
$$f(p)=\frac1{2\pi}\sum_{k=1}^{N}\left|\int_0^L e^{-ipx}\psi_k(x)\,dx\right|^2\le\frac{L}{2\pi}$$
by Bessel's inequality, because $e^{-ipx}$ has squared norm $L$ on the box. That argument would supply the upper bound on $f$. The theorem's other hypotheses need more: $\int f\,dp=N$ follows from Plancherel's theorem, and the second moment is finite if the orbitals vanish at the walls and have square-integrable derivatives.

## The same number in an orbital-free calculation

For non-interacting spinless particles in one dimension, a Thomas–Fermi code evaluates $\int\frac{\pi^2}{3}n(x)^3\,dx$ on a grid, where $n$ is the density in position space. A uniform density $n=N/L$ gives $\pi^2N^3/(3L^2)$, the bound above. Comparing it with the exact Dirichlet sum is a simple check of such a code: with the uniform density as input, the ratio of exact to Thomas–Fermi energy should be
$$1+\frac{3}{2N}+\frac{1}{2N^2},$$
which is 3 for one particle and 1.155 for ten. In atomic units, with $\hbar=m=1$, both energies are halved and the ratio is unchanged.

```lean
#print axioms BathtubBerezinLiYau.energy_eq_iff_fermiSlab
#print axioms BathtubBerezinLiYau.semiclassical_bound_and_dirichlet_sum
```

```
'BathtubBerezinLiYau.energy_eq_iff_fermiSlab' depends on axioms: [propext, Classical.choice, Quot.sound]
'BathtubBerezinLiYau.semiclassical_bound_and_dirichlet_sum' depends on axioms: [propext, Classical.choice, Quot.sound]
```
